# Nonzero order about a threefold axis gives a rigid regular hexagon of like spins, perpendicular to that axis, dipolar couplings in the ratio 1 : 1/(3√3) : 1/8

Benzene dissolved in a nematic liquid crystal tumbles quickly but not isotropically, so the direct dipolar couplings between its protons do not average to zero. There are three kinds of proton pair: ortho, meta and para. I have been told that their couplings stand in the fixed ratio 1 : 1/(3√3) : 1/8, whatever the solvent, as long as there is some order and the ring is a rigid regular hexagon. The argument I was given is that the symmetry axis leaves only one independent element in the Saupe matrix, and that the rest is geometry.

I can believe the geometry, but "by symmetry" hides a calculation. Does a rotation by 120 degrees really suffice, or does one need the full sixfold axis? I would like to see every step written out, and a version of the proof that a machine has checked.

## One rotation by 120 degrees leaves one order parameter

The 120 degree rotation suffices. Let S be the Saupe matrix in a frame fixed to the molecule, with axes numbered 0, 1, 2 for x, y, z. It is real, symmetric and traceless. Write R for the rotation about z by an angle θ, with c = cos θ and q = sin θ:

R = (c, −q, 0; q, c, 0; 0, 0, 1)

If the rotation is a symmetry of the molecule, it must leave the order matrix unchanged, so R S Rᵀ = S. Multiplying on the right by R and using RᵀR = 1 gives R S = S R. Now compare entries.

Entry (0,0), with S₁₀ = S₀₁, gives

c S₀₀ − q S₀₁ = c S₀₀ + q S₀₁, so 2q S₀₁ = 0.

Entry (0,1) gives

c S₀₁ − q S₁₁ = −q S₀₀ + c S₀₁, so q (S₀₀ − S₁₁) = 0.

For 120 degrees q = √3/2, which is not zero. Hence S₀₁ = 0 and S₀₀ = S₁₁. Entries (0,2) and (1,2) give

(c − 1) S₀₂ − q S₁₂ = 0

q S₀₂ + (c − 1) S₁₂ = 0

Multiply the first equation by c − 1, the second by q, and add:

((c − 1)² + q²) S₀₂ = 0

Multiplying the second by c − 1 and subtracting q times the first gives the same equation for S₁₂. The bracket equals 3 at 120 degrees, so both elements vanish. With s = S₂₂, the zero trace reads 2S₀₀ + s = 0, and therefore

S = diag(−s/2, −s/2, s).

A half turn would not do, because its sine is zero and the first two equations become empty. Indeed diag(1, −1, 0) is unchanged by a half turn about z, yet it distinguishes x from y. Its element −1 lies below −1/2, the least value that a diagonal Saupe element can take, but half of this matrix, diag(1/2, −1/2, 0), is physically possible and makes the same point.

## Three distances in the ring and their couplings

Let v be the vector between two nuclei, r > 0 its length and n = v/r. Up to a prefactor common to all pairs of like spins, the coupling is n·Sn/r³. If v lies in the xy plane, then n₀² + n₁² = 1 and

n·Sn = −(s/2)(n₀² + n₁²) = −s/2.

All in-plane pairs therefore share the same angular factor, and only the distance matters.

Place vertex k of the hexagon at the angle φ + kπ/3 on a circle of radius a, which is also the side length. For the vertex m steps further on, set α = φ + kπ/3 + mπ/6 and β = mπ/6. The two vertices sit at the angles α + β and α − β, so their difference vector is

(−2a sin α sin β, 2a cos α sin β, 0),

and its squared length is 4a² sin²β. For m = 1, 2, 3 the distances are a, √3 a and 2a. Writing D₁, D₂, D₃ for the ortho, meta and para couplings,

D₁ = −s/(2a³)

D₂ = −s/(2 · 3√3 a³)

D₃ = −s/(2 · 8a³)

When s ≠ 0 one may divide by D₁, which gives D₂/D₁ = 1/(3√3) and D₃/D₁ = 1/8.

In the isotropic limit s → 0 all three couplings shrink in proportion to s while their ratios stay the same. At s = 0 every coupling is zero and there is no ratio left to speak of.

## The Saupe matrix and the ring as Lean objects

The final theorem, `saupe_hexagon`, takes a real 3 by 3 matrix `S`. The hypotheses `hS` and `hT` say that it is symmetric and traceless, and `hR` is the invariance under `rotZ (2 * π / 3)`. The conclusion has two parts. First, `S = uniaxial (S 2 2)`, which is the diagonal form above. Second, if `S 2 2 ≠ 0` and `0 < a`, the two ratios hold for every orientation `φ` and every starting vertex `k`.

The function `coupling` is n·Sn/r³, with r computed as the square root of `v ⬝ᵥ v`. The magnetogyric ratios and physical constants are left out, since they are the same for all pairs and cancel in the ratios. `vertex` places the nuclei, and `pairCoupling S a φ k m` is the coupling between vertex `k` and the one `m` steps on. The ring is centred at the origin, but only differences of positions enter.

The value of the ortho coupling, −s/(2a³), is part of `hexagon_ratios`. It depends on neither `φ` nor `k`, so the ratios also compare pairs that start at different vertices.

Some of the physics enters as assumption. `S` is any symmetric traceless matrix; it is not constructed as an average over molecular orientations, and its elements are not confined to the physical range. The invariance `hR` stands for the threefold axis of the molecule. The ring is rigid and exactly regular, so vibrational corrections are absent, as are any anisotropic indirect couplings.

For simulating the spectrum of an oriented molecule, the result means that the three direct couplings of a rigid regular hexagon of like spins, perpendicular to a threefold axis of the molecule, can enter the spin Hamiltonian through a single parameter, s/a³.

```lean
import Mathlib

open Real Matrix

namespace SaupeHexagon

noncomputable section

/-- The rotation by the angle `θ` about the z axis. -/
def rotZ (θ : ℝ) : Matrix (Fin 3) (Fin 3) ℝ :=
  !![cos θ, -sin θ, 0; sin θ, cos θ, 0; 0, 0, 1]

/-- The uniaxial Saupe matrix diag(-s/2, -s/2, s). -/
def uniaxial (s : ℝ) : Matrix (Fin 3) (Fin 3) ℝ :=
  !![-s / 2, 0, 0; 0, -s / 2, 0; 0, 0, s]

/-- The matrix diag(1, -1, 0). -/
def biaxial : Matrix (Fin 3) (Fin 3) ℝ :=
  !![1, 0, 0; 0, -1, 0; 0, 0, 0]

/-- The reduced dipolar coupling n·Sn/r³ of two nuclei joined by the nonzero vector `v`,
where r is the length of `v` and n = v/r. -/
def coupling (S : Matrix (Fin 3) (Fin 3) ℝ) (v : Fin 3 → ℝ) : ℝ :=
  (((√(v ⬝ᵥ v))⁻¹ • v) ⬝ᵥ (S *ᵥ ((√(v ⬝ᵥ v))⁻¹ • v))) / √(v ⬝ᵥ v) ^ 3

/-- Vertex number `k` of a regular hexagon in the xy plane, centred at the origin, with
circumradius `a` and orientation angle `φ`. -/
def vertex (a φ : ℝ) (k : ℕ) : Fin 3 → ℝ :=
  ![a * cos (φ + (k : ℝ) * (π / 3)), a * sin (φ + (k : ℝ) * (π / 3)), 0]

/-- The coupling between vertex `k` of the hexagon and the vertex `m` steps further on,
for `a` nonzero and `m` not a multiple of 6; `m` = 1, 2, 3 are ortho, meta and para. -/
def pairCoupling (S : Matrix (Fin 3) (Fin 3) ℝ) (a φ : ℝ) (k m : ℕ) : ℝ :=
  coupling S (vertex a φ (k + m) - vertex a φ k)

/-- The rotation about z is an orthogonal matrix. -/
theorem rotZ_orthogonal (θ : ℝ) : (rotZ θ)ᵀ * rotZ θ = 1 := by
  ext i j
  fin_cases i <;> fin_cases j <;>
    simp [rotZ, Matrix.mul_apply, Fin.sum_univ_succ] <;>
    nlinarith [sin_sq_add_cos_sq θ]

/-- A symmetric traceless matrix invariant under one rotation about z, by an angle with
nonzero sine, is uniaxial: S = diag(-s/2, -s/2, s) with s = S_zz. -/
theorem eq_uniaxial_of_invariant {S : Matrix (Fin 3) (Fin 3) ℝ} {θ : ℝ}
    (hS : S.IsSymm) (hT : S.trace = 0) (hθ : sin θ ≠ 0)
    (hR : rotZ θ * S * (rotZ θ)ᵀ = S) : S = uniaxial (S 2 2) := by
  -- invariance means that S commutes with the rotation
  have hc : rotZ θ * S = S * rotZ θ := by
    calc rotZ θ * S = rotZ θ * S * ((rotZ θ)ᵀ * rotZ θ) := by
          rw [rotZ_orthogonal, mul_one]
      _ = rotZ θ * S * (rotZ θ)ᵀ * rotZ θ := by rw [← mul_assoc]
      _ = S * rotZ θ := by rw [hR]
  have e : ∀ i j, ∑ k, rotZ θ i k * S k j = ∑ k, S i k * rotZ θ k j := fun i j => by
    simpa only [Matrix.mul_apply] using congrFun (congrFun hc i) j
  simp only [Fin.sum_univ_three] at e
  have e00 : cos θ * S 0 0 + -sin θ * S 1 0 + 0 * S 2 0
      = S 0 0 * cos θ + S 0 1 * sin θ + S 0 2 * 0 := e 0 0
  have e01 : cos θ * S 0 1 + -sin θ * S 1 1 + 0 * S 2 1
      = S 0 0 * -sin θ + S 0 1 * cos θ + S 0 2 * 0 := e 0 1
  have e02 : cos θ * S 0 2 + -sin θ * S 1 2 + 0 * S 2 2
      = S 0 0 * 0 + S 0 1 * 0 + S 0 2 * 1 := e 0 2
  have e12 : sin θ * S 0 2 + cos θ * S 1 2 + 0 * S 2 2
      = S 1 0 * 0 + S 1 1 * 0 + S 1 2 * 1 := e 1 2
  have s10 : S 1 0 = S 0 1 := hS.apply 0 1
  have s20 : S 2 0 = S 0 2 := hS.apply 0 2
  have s21 : S 2 1 = S 1 2 := hS.apply 1 2
  rw [s10] at e00
  -- the in-plane block is isotropic
  have h01 : S 0 1 = 0 :=
    mul_left_cancel₀ hθ (by linear_combination (-1 / 2) * e00)
  have h00 : S 0 0 = S 1 1 := mul_left_cancel₀ hθ (by linear_combination e01)
  -- the plane and the axis do not mix
  have hp : sin θ ^ 2 + (cos θ - 1) ^ 2 ≠ 0 := by positivity
  have h02 : S 0 2 = 0 :=
    mul_left_cancel₀ hp (by linear_combination (cos θ - 1) * e02 + sin θ * e12)
  have h12 : S 1 2 = 0 :=
    mul_left_cancel₀ hp (by linear_combination (cos θ - 1) * e12 - sin θ * e02)
  rw [Matrix.trace_fin_three] at hT
  ext i j
  fin_cases i <;> fin_cases j <;> simp [uniaxial] <;> linarith

/-- The matrix diag(-s/2, -s/2, s) is symmetric, traceless and invariant under every
rotation about z. -/
theorem uniaxial_witness (s : ℝ) : (uniaxial s).IsSymm ∧ (uniaxial s).trace = 0 ∧
    ∀ θ, rotZ θ * uniaxial s * (rotZ θ)ᵀ = uniaxial s := by
  refine ⟨Matrix.IsSymm.ext fun i j => ?_, ?_, fun θ => ?_⟩
  · fin_cases i <;> fin_cases j <;> simp [uniaxial]
  · rw [Matrix.trace_fin_three]
    change -s / 2 + -s / 2 + s = 0
    ring
  · have hc : rotZ θ * uniaxial s = uniaxial s * rotZ θ := by
      ext i j
      fin_cases i <;> fin_cases j <;>
        simp [rotZ, uniaxial, Matrix.mul_apply, Fin.sum_univ_succ] <;> ring
    rw [hc, mul_assoc, mul_eq_one_comm.mp (rotZ_orthogonal θ), mul_one]

/-- A twofold axis is not enough: diag(1, -1, 0) is symmetric, traceless and invariant under
the half turn about z, but it is not uniaxial about z. -/
theorem biaxial_half_turn : biaxial.IsSymm ∧ biaxial.trace = 0 ∧
    rotZ π * biaxial * (rotZ π)ᵀ = biaxial ∧ ∀ s, biaxial ≠ uniaxial s := by
  refine ⟨Matrix.IsSymm.ext fun i j => ?_, ?_, ?_, fun s h => ?_⟩
  · fin_cases i <;> fin_cases j <;> simp [biaxial]
  · simp [biaxial, Matrix.trace_fin_three]
  · ext i j
    fin_cases i <;> fin_cases j <;>
      simp [rotZ, biaxial, Matrix.mul_apply, Fin.sum_univ_succ]
  · have h0 : (1 : ℝ) = -s / 2 := congrFun (congrFun h 0) 0
    have h1 : (-1 : ℝ) = -s / 2 := congrFun (congrFun h 1) 1
    linarith

/-- For uniaxial order about z, two nuclei at distance r > 0 in a plane perpendicular to z
have a coupling which, multiplied by r³, equals -s/2. -/
theorem coupling_inplane {s r : ℝ} {v : Fin 3 → ℝ} (hr : 0 < r)
    (hv : v ⬝ᵥ v = r ^ 2) (h2 : v 2 = 0) :
    r ^ 3 * coupling (uniaxial s) v = -s / 2 := by
  have q : v ⬝ᵥ (uniaxial s *ᵥ v) = -s / 2 * r ^ 2 := by
    rw [← hv]
    simp [uniaxial, Matrix.mulVec, dotProduct, Fin.sum_univ_three, h2]
    ring
  have hr0 : r ≠ 0 := hr.ne'
  rw [coupling, hv, Real.sqrt_sq hr.le, Matrix.mulVec_smul, dotProduct_smul,
    smul_dotProduct, q, smul_eq_mul, smul_eq_mul]
  field_simp

/-- Hexagon vertices `m` steps apart have squared distance (2a sin(mπ/6))². -/
theorem chord_sq (a φ : ℝ) (k m : ℕ) :
    (vertex a φ (k + m) - vertex a φ k) ⬝ᵥ (vertex a φ (k + m) - vertex a φ k)
      = (2 * a * sin ((m : ℝ) * (π / 6))) ^ 2 := by
  -- measure both angles from the bisector α of the chord
  obtain ⟨α, hα⟩ : ∃ α : ℝ, α = φ + (k : ℝ) * (π / 3) + (m : ℝ) * (π / 6) := ⟨_, rfl⟩
  have h1 : φ + ((k + m : ℕ) : ℝ) * (π / 3) = α + (m : ℝ) * (π / 6) := by
    rw [hα]; push_cast; ring
  have h2 : φ + (k : ℝ) * (π / 3) = α - (m : ℝ) * (π / 6) := by
    rw [hα]; ring
  simp only [vertex, h1, h2, cos_add, cos_sub, sin_add, sin_sub, dotProduct,
    Fin.sum_univ_three, Pi.sub_apply, Matrix.cons_val]
  linear_combination (4 * a ^ 2 * sin ((m : ℝ) * (π / 6)) ^ 2) * sin_sq_add_cos_sq α

/-- For uniaxial order about z with s ≠ 0 and a regular hexagon of side a > 0 in the xy plane, the
ortho coupling is -s/(2a³), and the meta and para couplings are 1/(3√3) and 1/8 of it. -/
theorem hexagon_ratios {s a : ℝ} (hs : s ≠ 0) (ha : 0 < a) (φ : ℝ) (k : ℕ) :
    pairCoupling (uniaxial s) a φ k 1 = -s / (2 * a ^ 3) ∧
    pairCoupling (uniaxial s) a φ k 2 / pairCoupling (uniaxial s) a φ k 1
      = 1 / (3 * √3) ∧
    pairCoupling (uniaxial s) a φ k 3 / pairCoupling (uniaxial s) a φ k 1 = 1 / 8 := by
  have a1 : ((1 : ℕ) : ℝ) * (π / 6) = π / 6 := by simp
  have a2 : ((2 : ℕ) : ℝ) * (π / 6) = π / 3 := by push_cast; ring
  have a3 : ((3 : ℕ) : ℝ) * (π / 6) = π / 2 := by push_cast; ring
  have hz : ∀ m, (vertex a φ (k + m) - vertex a φ k) 2 = 0 := fun m => by simp [vertex]
  -- the three distances are a, √3 a and 2a
  have c1 : a ^ 3 * pairCoupling (uniaxial s) a φ k 1 = -s / 2 :=
    coupling_inplane ha (by rw [chord_sq, a1, sin_pi_div_six]; ring) (hz 1)
  have c2 : (√3 * a) ^ 3 * pairCoupling (uniaxial s) a φ k 2 = -s / 2 :=
    coupling_inplane (by positivity) (by rw [chord_sq, a2, sin_pi_div_three]; ring) (hz 2)
  have c3 : (2 * a) ^ 3 * pairCoupling (uniaxial s) a φ k 3 = -s / 2 :=
    coupling_inplane (by positivity) (by rw [chord_sq, a3, sin_pi_div_two]; ring) (hz 3)
  have h3 : √3 ^ 2 = (3 : ℝ) := Real.sq_sqrt (by norm_num)
  have ha3 : a ^ 3 ≠ 0 := pow_ne_zero 3 ha.ne'
  have h1 : pairCoupling (uniaxial s) a φ k 1 ≠ 0 := by
    intro h
    rw [h] at c1
    exact hs (by linarith)
  refine ⟨?_, ?_, ?_⟩
  · rw [eq_div_iff (by positivity)]
    linear_combination 2 * c1
  · rw [div_eq_div_iff h1 (by positivity)]
    apply mul_left_cancel₀ ha3
    linear_combination c2 - c1 - a ^ 3 * pairCoupling (uniaxial s) a φ k 2 * √3 * h3
  · rw [div_eq_div_iff h1 (by norm_num)]
    apply mul_left_cancel₀ ha3
    linear_combination c3 - c1

/-- A symmetric traceless Saupe matrix invariant under the 120 degree rotation about z is
diag(-s/2, -s/2, s); if s ≠ 0, the couplings in a regular hexagon of side a > 0 in the
xy plane stand ortho : meta : para = 1 : 1/(3√3) : 1/8. -/
theorem saupe_hexagon {S : Matrix (Fin 3) (Fin 3) ℝ} {a : ℝ}
    (hS : S.IsSymm) (hT : S.trace = 0)
    (hR : rotZ (2 * π / 3) * S * (rotZ (2 * π / 3))ᵀ = S) :
    S = uniaxial (S 2 2) ∧ (S 2 2 ≠ 0 → 0 < a → ∀ (φ : ℝ) (k : ℕ),
      pairCoupling S a φ k 2 / pairCoupling S a φ k 1 = 1 / (3 * √3) ∧
      pairCoupling S a φ k 3 / pairCoupling S a φ k 1 = 1 / 8) := by
  have hθ : sin (2 * π / 3) ≠ 0 :=
    (sin_pos_of_pos_of_lt_pi (by positivity) (by linarith [pi_pos])).ne'
  have hU := eq_uniaxial_of_invariant hS hT hθ hR
  refine ⟨hU, fun hs ha φ k => ?_⟩
  have h := (hexagon_ratios hs ha φ k).2
  rw [← hU] at h
  exact h

end

end SaupeHexagon
```

```lean
#print axioms SaupeHexagon.biaxial_half_turn
-- 'SaupeHexagon.biaxial_half_turn' depends on axioms: [propext, Classical.choice, Quot.sound]
#print axioms SaupeHexagon.hexagon_ratios
-- 'SaupeHexagon.hexagon_ratios' depends on axioms: [propext, Classical.choice, Quot.sound]
#print axioms SaupeHexagon.saupe_hexagon
-- 'SaupeHexagon.saupe_hexagon' depends on axioms: [propext, Classical.choice, Quot.sound]
```

## From the commuting matrices to the ratios

`rotZ_orthogonal` checks RᵀR = 1 entry by entry, using sin² + cos² = 1.

`eq_uniaxial_of_invariant` is the symmetry argument, for any angle whose sine is nonzero. Its `calc` block turns invariance into R S = S R. The facts `e00`, `e01`, `e02` and `e12` are the four entry equations used above. Each `linear_combination` call states the multiples in which they are to be added: for `h02`, for example, c − 1 times `e02` plus q times `e12`. Then `mul_left_cancel₀` removes the nonzero factor, either sin θ or the sum of squares (c − 1)² + q². The trace condition supplies the remaining diagonal elements through `linarith`.

Two theorems mark out the range of this argument. `uniaxial_witness` is the converse: for every `s`, the matrix diag(−s/2, −s/2, s) is symmetric, traceless and invariant under all rotations about z. `biaxial_half_turn` is the counterexample for twofold symmetry. If diag(1, −1, 0) were uniaxial about z, both 1 and −1 would have to equal −s/2.

`coupling_inplane` shows that r³ times the coupling of an in-plane pair is −s/2. It first computes v·Sv = −(s/2)r² for the vector `v` before normalisation, then pulls the two factors 1/r out of n·Sn and lets `field_simp` cancel the powers of r.

`chord_sq` gives the squared distance between vertices `m` steps apart. As in the derivation, it measures both angles from the bisector α and expands with the addition formulas. What remains is sin²α + cos²α = 1, multiplied by 4a² sin²β.

In `hexagon_ratios`, the statements `c1`, `c2` and `c3` apply `coupling_inplane` at the distances a, √3 a and 2a, with the sines of π/6, π/3 and π/2 inserted. The hypothesis s ≠ 0 makes the ortho coupling nonzero, so the ratios can be cross-multiplied. After the common factor a³ is cancelled, the meta case uses √3² = 3 to turn (√3)³ into 3√3, and the para case needs only 2³ = 8.

Finally, `saupe_hexagon` notes that 2π/3 lies strictly between 0 and π, so its sine is positive. It then obtains the uniaxial form of `S` and carries the two ratios over from `uniaxial (S 2 2)` to `S` itself.
